# How one on-site energy $a_n$ shifts the end-site moment of order $2n+1$ of a symmetric tridiagonal chain

## Which moment first sees $a_n$, and by how much?

Take two symmetric tridiagonal matrices $T$ and $T'$ with the same hoppings $b_k$ between sites $k$ and $k+1$, and let them differ only in the diagonal entry at site $n$, which is $a_n$ in one and $a'_n$ in the other. Then

$$(T'^{\,2n+1})_{00}-(T^{2n+1})_{00}=(a'_n-a_n)\prod_{k<n}b_k^2 .$$

I picture this as a walk that goes from site 0 out to site $n$, stays there for one step and comes back. I would like to see that picture turned into a rigorous argument and checked by machine, ideally without assuming real matrix entries. Can this be done in Lean?

## The shift is exact over any commutative ring

Yes. The formula holds for every finite chain that contains site $n$, and the parameters further out may change as well: it is enough that the two chains share $a_k$ and $b_k$ for all $k<n$. All moments up to order $2n$ then coincide.

For a finite, non-interacting tight-binding chain with real parameters and one orbital per site, all orbitals being orthonormal, $\mu_m=(T^m)_{00}$ is the $m$-th moment of the local density of states per spin at the end site. The formula therefore says how strongly $a_n$ shows up in the moment of order $2n+1$. If every hopping is $1/2$ in the chosen energy unit, the factor is $4^{-n}$. Solving for $a_n$ from this one moment, with all $a_k$ and $b_k$ for $k<n$ known exactly, then multiplies an absolute error in the moment by $4^n$.

### Following the state outward from site 0

Let the sites be $0,\dots,N$ with $n\le N$, and write $\psi^{(m)}_i=(T^m)_{i0}$ for the amplitude at site $i$ after $m$ applications of $T$ to the state at site 0. Primes denote the second chain.

**The front.** We have $\psi^{(m+1)}_i=\sum_j T_{ij}\psi^{(m)}_j$, and $T$ connects only neighbouring sites. By induction, $\psi^{(m)}_i=0$ for $i>m$. At the front itself only $j=m$ contributes, so $\psi^{(m+1)}_{m+1}=b_m\psi^{(m)}_m$, and hence $\psi^{(m)}_m=\prod_{k<m}b_k$ for $m\le N$.

**The first $n$ steps agree.** Column $j$ of $T$ contains only $a_j$, $b_{j-1}$ and $b_j$, where these exist. For $j<n$ they are the same in both chains. The step from $m$ to $m+1\le n$ uses only columns $j\le m<n$, so $\psi'^{(m)}=\psi^{(m)}$ for all $m\le n$.

**The next step.** Only column $n$ can now make a difference:

$$\psi'^{(n+1)}_i-\psi^{(n+1)}_i=(T'_{in}-T_{in})\,\psi^{(n)}_n .$$

For $i\le n$ this vanishes unless $i=n$, because $b'_{n-1}=b_{n-1}$. At $i=n$ it equals $(a'_n-a_n)\prod_{k<n}b_k$.

**The overlap.** Since $T$ is symmetric, $\mu_{p+q}=\sum_i\psi^{(p)}_i\psi^{(q)}_i$. Taking $p=n$ and $q=n+1$ gives

$$\mu'_{2n+1}-\mu_{2n+1}=\sum_{i\le n}\psi^{(n)}_i\left(\psi'^{(n+1)}_i-\psi^{(n+1)}_i\right)=(a'_n-a_n)\prod_{k<n}b_k^2 .$$

A change of $b_n$ affects $\psi^{(n+1)}$ only at site $n+1$, where $\psi^{(n)}$ is zero.

**The neighbouring orders.** A moment of order at most $2n$ splits into $p,q\le n$, where the states agree. If also $a'_n=a_n$ and $n<N$, take $p=q=n+1$. The amplitudes then differ at most at site $n+1$, and their squares there give $\mu'_{2n+2}-\mu_{2n+2}=(b_n'^2-b_n^2)\prod_{k<n}b_k^2$.

### What the Lean theorems say

`chain N a b` is the Hamiltonian on $N+1$ sites. The parameters are functions `ℕ → R`, of which only $a_0,\dots,a_N$ and $b_0,\dots,b_{N-1}$ enter the matrix. `moment N a b m` is $\mu_m$.

The main theorem is `moment_sensitivity_onsite`. Its hypothesis `hn : n ≤ N` says that site $n$ exists, while `ha` and `hb` say that the two chains agree at all indices below $n$. Your case is the one with `b'` equal to `b` and `a'` differing from `a` only at `n`. For $n=0$ the product is empty and the first moment changes by $a'_0-a_0$.

`moment_eq_iff_onsite_eq` adds that, under the same hypotheses, over an integral domain and with $b_k\neq 0$ for all $k<n$, the moments of order $2n+1$ are equal exactly when $a'_n=a_n$.

Both chains have the same finite length. The matrix is symmetric, which for real parameters also makes it Hermitian; Hermitian chains with non-real hoppings and their conjugate partners are not covered. The density of states itself is not defined in the file, only its moments as matrix elements.

The hypothesis `hb` on the inner hoppings, those of index below $n$, cannot simply be dropped, although equality of their squares would be enough. Take two sites, $n=1$, $a_0=a'_0=0$ and $a_1=a'_1=1$, but $b_0=1$ and $b'_0=2$. Here $\mu_3=a_1b_0^2$, so the third moment changes from 1 to 4, although $a'_1-a_1=0$.

```lean
import Mathlib

open Matrix

namespace ChainMomentSensitivity

variable {R : Type*} [CommRing R]

/-- Hamiltonian of an open chain with sites `0, …, N`, on-site energies `a k`, and
hoppings `b k` between sites `k` and `k + 1`. -/
def chain (N : ℕ) (a b : ℕ → R) : Matrix (Fin (N + 1)) (Fin (N + 1)) R :=
  Matrix.of fun i j =>
    if i.val = j.val then a i.val
    else if i.val + 1 = j.val then b i.val
    else if j.val + 1 = i.val then b j.val
    else 0

/-- The local spectral moment of order `m` at the end site `0` of the chain. -/
def moment (N : ℕ) (a b : ℕ → R) (m : ℕ) : R := (chain N a b ^ m) 0 0

/-- The chain Hamiltonian is a symmetric matrix. -/
theorem chain_transpose (N : ℕ) (a b : ℕ → R) : (chain N a b)ᵀ = chain N a b := by
  ext i j
  simp only [chain, Matrix.transpose_apply, Matrix.of_apply]
  split_ifs <;> first
    | rfl
    | (exfalso; omega)
    | exact congrArg a (by omega)

/-- A moment of order `p + q` is the overlap of the end-site state propagated `p` times
with the same state propagated `q` times. -/
theorem moment_add (N : ℕ) (a b : ℕ → R) (p q : ℕ) :
    moment N a b (p + q) = ∑ i, (chain N a b ^ p) i 0 * (chain N a b ^ q) i 0 := by
  unfold moment
  rw [pow_add, Matrix.mul_apply]
  refine Finset.sum_congr rfl fun i _ => ?_
  have h : (chain N a b ^ p) 0 i = (chain N a b ^ p) i 0 := by
    calc (chain N a b ^ p) 0 i = ((chain N a b ^ p)ᵀ) i 0 := rfl
      _ = (chain N a b ^ p) i 0 := by rw [Matrix.transpose_pow, chain_transpose]
  rw [h]

/-- After `m` applications of the Hamiltonian, a state started at site `0` has no
amplitude beyond site `m`. -/
theorem amplitude_beyond_front (N : ℕ) (a b : ℕ → R) (m : ℕ) (i : Fin (N + 1))
    (hi : m < i.val) : (chain N a b ^ m) i 0 = 0 := by
  induction m generalizing i with
  | zero =>
    rw [pow_zero]
    exact Matrix.one_apply_ne (by rintro rfl; simp at hi)
  | succ m ih =>
    rw [pow_succ', Matrix.mul_apply]
    refine Finset.sum_eq_zero fun j _ => ?_
    by_cases hj : m < j.val
    · rw [ih j hj, mul_zero]
    · -- site `i` is more than one hop away from site `j`
      have h : chain N a b i j = 0 := by
        simp only [chain, Matrix.of_apply]
        split_ifs <;> first | rfl | (exfalso; omega)
      rw [h, zero_mul]

/-- After `m` applications of the Hamiltonian, the amplitude at site `m` of a state
started at site `0` is the product of the first `m` hoppings. -/
theorem amplitude_at_front (N : ℕ) (a b : ℕ → R) (m : ℕ) (i : Fin (N + 1))
    (hi : i.val = m) : (chain N a b ^ m) i 0 = ∏ k ∈ Finset.range m, b k := by
  induction m generalizing i with
  | zero =>
    have h : i = 0 := Fin.ext hi
    rw [h]
    simp
  | succ m ih =>
    have hm : m < N + 1 := by have := i.isLt; omega
    rw [pow_succ', Matrix.mul_apply, Finset.sum_eq_single (⟨m, hm⟩ : Fin (N + 1))]
    · have h : chain N a b i ⟨m, hm⟩ = b m := by
        simp only [chain, Matrix.of_apply]
        split_ifs <;> first | rfl | (exfalso; omega)
      rw [h, ih ⟨m, hm⟩ rfl, Finset.prod_range_succ, mul_comm]
    · intro j _ hj
      have hne : j.val ≠ m := fun h => hj (Fin.ext h)
      by_cases hlt : m < j.val
      · rw [amplitude_beyond_front N a b m j hlt, mul_zero]
      · have h : chain N a b i j = 0 := by
          simp only [chain, Matrix.of_apply]
          split_ifs <;> first | rfl | (exfalso; omega)
        rw [h, zero_mul]
    · intro h
      exact absurd (Finset.mem_univ _) h

variable {N n : ℕ} {a b a' b' : ℕ → R}

private lemma column_congr (ha : ∀ k < n, a' k = a k) (hb : ∀ k < n, b' k = b k)
    (i j : Fin (N + 1)) (hj : j.val < n) : chain N a' b' i j = chain N a b i j := by
  simp only [chain, Matrix.of_apply]
  split_ifs
  · exact ha _ (by omega)
  · exact hb _ (by omega)
  · exact hb _ (by omega)
  · rfl

private lemma state_congr (ha : ∀ k < n, a' k = a k) (hb : ∀ k < n, b' k = b k)
    (m : ℕ) (hm : m ≤ n) (i : Fin (N + 1)) :
    (chain N a' b' ^ m) i 0 = (chain N a b ^ m) i 0 := by
  induction m generalizing i with
  | zero => rw [pow_zero, pow_zero]
  | succ m ih =>
    rw [pow_succ' (chain N a' b'), pow_succ' (chain N a b), Matrix.mul_apply,
      Matrix.mul_apply]
    refine Finset.sum_congr rfl fun j _ => ?_
    rw [ih (by omega) j]
    by_cases hj : m < j.val
    · rw [amplitude_beyond_front N a b m j hj, mul_zero, mul_zero]
    · rw [column_congr ha hb i j (by omega)]

/-- If two chains agree in all on-site energies and hoppings of index below `n`, then
after `n + 1` applications their amplitudes on sites up to `n` differ only at site `n`,
by the change of `a n` times the product of the first `n` hoppings. -/
theorem amplitude_change (hn : n ≤ N) (ha : ∀ k < n, a' k = a k)
    (hb : ∀ k < n, b' k = b k) (i : Fin (N + 1)) (hi : i.val ≤ n) :
    (chain N a' b' ^ (n + 1)) i 0 = (chain N a b ^ (n + 1)) i 0 +
      if i.val = n then (a' n - a n) * ∏ k ∈ Finset.range n, b k else 0 := by
  rw [← sub_eq_iff_eq_add', pow_succ' (chain N a' b'), pow_succ' (chain N a b),
    Matrix.mul_apply, Matrix.mul_apply, ← Finset.sum_sub_distrib,
    Finset.sum_eq_single (⟨n, by omega⟩ : Fin (N + 1))]
  · rw [state_congr ha hb n le_rfl, amplitude_at_front N a b n _ rfl, ← sub_mul]
    by_cases h : i.val = n
    · simp [chain, h]
    · have hc : chain N a' b' i ⟨n, by omega⟩ = chain N a b i ⟨n, by omega⟩ := by
        simp only [chain, Matrix.of_apply]
        split_ifs <;> first | rfl | (exfalso; omega) | exact hb _ (by omega)
      rw [hc, if_neg h, sub_self, zero_mul]
  · intro j _ hj
    have hne : j.val ≠ n := fun h => hj (Fin.ext h)
    rw [state_congr ha hb n le_rfl]
    by_cases hlt : n < j.val
    · rw [amplitude_beyond_front N a b n j hlt, mul_zero, mul_zero, sub_self]
    · rw [column_congr ha hb i j (by omega), sub_self]
  · intro h
    exact absurd (Finset.mem_univ _) h

/-- Two chains that agree in all on-site energies and hoppings of index below `n` have
the same end-site moments up to order `2 n`. -/
theorem moment_eq_of_le (ha : ∀ k < n, a' k = a k) (hb : ∀ k < n, b' k = b k)
    (m : ℕ) (hm : m ≤ 2 * n) : moment N a' b' m = moment N a b m := by
  have e : m = m / 2 + (m - m / 2) := by omega
  rw [e, moment_add, moment_add]
  refine Finset.sum_congr rfl fun i _ => ?_
  rw [state_congr ha hb (m / 2) (by omega), state_congr ha hb (m - m / 2) (by omega)]

/-- If two chains agree in all on-site energies and hoppings of index below `n`, their
end-site moments of order `2 n + 1` differ by the change of the on-site energy `a n`
times the product of the squares of the first `n` hoppings. -/
theorem moment_sensitivity_onsite (hn : n ≤ N) (ha : ∀ k < n, a' k = a k)
    (hb : ∀ k < n, b' k = b k) :
    moment N a' b' (2 * n + 1) - moment N a b (2 * n + 1) =
      (a' n - a n) * ∏ k ∈ Finset.range n, b k ^ 2 := by
  have e : 2 * n + 1 = n + (n + 1) := by omega
  rw [e, moment_add N a' b', moment_add N a b, ← Finset.sum_sub_distrib,
    Finset.sum_eq_single (⟨n, by omega⟩ : Fin (N + 1))]
  · -- only the amplitude at site `n` contributes
    rw [amplitude_change hn ha hb _ le_rfl, state_congr ha hb n le_rfl,
      amplitude_at_front N a b n _ rfl, if_pos rfl, Finset.prod_pow]
    ring
  · intro i _ hi
    have hne : i.val ≠ n := fun h => hi (Fin.ext h)
    rw [state_congr ha hb n le_rfl]
    by_cases hlt : n < i.val
    · rw [amplitude_beyond_front N a b n i hlt, zero_mul, zero_mul, sub_self]
    · rw [amplitude_change hn ha hb i (by omega), if_neg hne, add_zero, sub_self]
  · intro h
    exact absurd (Finset.mem_univ _) h

/-- If two chains agree in the on-site energies up to site `n` and in the hoppings of
index below `n`, their end-site moments of order `2 n + 2` differ by the change of the
squared hopping `b n ^ 2` times the product of the squares of the first `n` hoppings. -/
theorem moment_sensitivity_hopping (hn : n < N) (ha : ∀ k ≤ n, a' k = a k)
    (hb : ∀ k < n, b' k = b k) :
    moment N a' b' (2 * n + 2) - moment N a b (2 * n + 2) =
      (b' n ^ 2 - b n ^ 2) * ∏ k ∈ Finset.range n, b k ^ 2 := by
  have e : 2 * n + 2 = (n + 1) + (n + 1) := by omega
  rw [e, moment_add N a' b', moment_add N a b, ← Finset.sum_sub_distrib,
    Finset.sum_eq_single (⟨n + 1, by omega⟩ : Fin (N + 1))]
  · -- the amplitude at site `n + 1` carries the new hopping
    have hp : ∏ k ∈ Finset.range n, b' k = ∏ k ∈ Finset.range n, b k :=
      Finset.prod_congr rfl fun k hk => hb k (Finset.mem_range.mp hk)
    rw [amplitude_at_front N a' b' (n + 1) _ rfl, amplitude_at_front N a b (n + 1) _ rfl,
      Finset.prod_range_succ, Finset.prod_range_succ, hp, Finset.prod_pow]
    ring
  · intro i _ hi
    have hne : i.val ≠ n + 1 := fun h => hi (Fin.ext h)
    by_cases hlt : n + 1 < i.val
    · rw [amplitude_beyond_front N a' b' (n + 1) i hlt,
        amplitude_beyond_front N a b (n + 1) i hlt, sub_self]
    · rw [amplitude_change hn.le (fun k hk => ha k hk.le) hb i (by omega),
        ha n le_rfl, sub_self, zero_mul, ite_self, add_zero, sub_self]
  · intro h
    exact absurd (Finset.mem_univ _) h

/-- Over an integral domain, let two chains agree in all parameters of index below `n`,
with these hoppings nonzero. Their end-site moments of order `2 n + 1` are equal exactly
when their on-site energies at site `n` are equal. -/
theorem moment_eq_iff_onsite_eq [IsDomain R] (hn : n ≤ N) (ha : ∀ k < n, a' k = a k)
    (hb : ∀ k < n, b' k = b k) (hb0 : ∀ k < n, b k ≠ 0) :
    moment N a' b' (2 * n + 1) = moment N a b (2 * n + 1) ↔ a' n = a n := by
  have hp : ∏ k ∈ Finset.range n, b k ^ 2 ≠ 0 :=
    Finset.prod_ne_zero_iff.mpr fun k hk => pow_ne_zero 2 (hb0 k (Finset.mem_range.mp hk))
  rw [← sub_eq_zero, moment_sensitivity_onsite hn ha hb, mul_eq_zero, or_iff_left hp,
    sub_eq_zero]

end ChainMomentSensitivity
```

```lean
#print axioms ChainMomentSensitivity.moment_eq_of_le
#print axioms ChainMomentSensitivity.moment_sensitivity_hopping
#print axioms ChainMomentSensitivity.moment_eq_iff_onsite_eq
```

```
'ChainMomentSensitivity.moment_eq_of_le' depends on axioms: [propext, Classical.choice, Quot.sound]
'ChainMomentSensitivity.moment_sensitivity_hopping' depends on axioms: [propext, Classical.choice, Quot.sound]
'ChainMomentSensitivity.moment_eq_iff_onsite_eq' depends on axioms: [propext, Classical.choice, Quot.sound]
```

### How the proof follows the walk

- `chain_transpose` checks the symmetry entry by entry, and `moment_add` uses it to write a moment as an overlap.
- `amplitude_beyond_front` and `amplitude_at_front` are the two statements about the front. Both go by induction on the number of steps, for all sites at once; `pow_succ'` splits off the latest application of $T$.
- `column_congr` compares the columns below $n$, and `state_congr` concludes that the first $n$ propagated states agree.
- `amplitude_change` is the next step. `Finset.sum_eq_single` reduces the difference of the two sums to column $n$, and a case split on whether $i=n$ finishes it.
- `moment_sensitivity_onsite` splits $2n+1$ as $n+(n+1)$ and isolates site $n$ in the overlap. Sites beyond $n$ drop out by the front lemma, sites before it by `amplitude_change`, and `ring` collects the squared hoppings.
- `moment_eq_of_le` splits the order into two halves of at most $n$. `moment_sensitivity_hopping` isolates site $n+1$ instead of site $n$.
- `moment_eq_iff_onsite_eq` cancels the product of squares, which is nonzero because the inner hoppings are nonzero and the ring is an integral domain.
